# Double-bracket flow conserves the trace of every power of P and keeps a symmetric projector trajectory idempotent

Suppose that the energy $\operatorname{tr}(HP)$ of a one-electron density matrix $P$ is lowered by following the plain negative gradient, $P'=-H$, with $H$ a nonzero real symmetric Hamiltonian. The energy falls at the constant rate $\operatorname{tr}(H^2)$ without limit, because $P(t)=P(0)-tH$ leaves the projectors: its eigenvalues stop being the occupations 0 and 1, and the "energy" no longer belongs to any set of occupied orbitals. One remedy is a descent direction that moves the occupied subspace while leaving the occupations alone.

The double-bracket equation supplies such a direction. With the commutator $[A,B]=AB-BA$, it reads

$$P'=[C,P],\qquad C=[P,H].$$

For symmetric $H$ and $P$ the matrix $C$ is antisymmetric, and cyclicity of the trace gives $\operatorname{tr}(HP')=\operatorname{tr}(C^2)=-\sum_{ij}C_{ij}^2\le 0$. That descent is the motivation here; the theorems below concern what stays fixed along the way. They bear on density-matrix minimisation for non-interacting electrons, with a fixed $H$, a finite real orthonormal basis and continuous time.

## The equation of motion, entry by entry

The finite set `n` labels the basis functions, and matrices over it have real entries.

```lean
import Mathlib

open Matrix Polynomial

namespace DoubleBracketIsospectral

noncomputable section

variable {n : Type*} [Fintype n] [DecidableEq n]
```

The commutator is written out as a definition, which fixes its sign.

```lean
/-- The commutator `[A, B] = AB - BA` of two real matrices. -/
def bracket (A B : Matrix n n ℝ) : Matrix n n ℝ := A * B - B * A
```

A trajectory is a function `P : ℝ → Matrix n n ℝ`. It is a flow if, at every real time $t$ and for all $i,j$,

$$\frac{d}{dt}P_{ij}(t)=\big[[P(t),H],P(t)\big]_{ij}.$$

Stating the derivative for each entry avoids choosing a matrix norm.

```lean
/-- The trajectory `P(t)` obeys the double-bracket equation `P' = [[P, H], P]`,
entry by entry and at all times. -/
def IsDoubleBracketFlow (H : Matrix n n ℝ) (P : ℝ → Matrix n n ℝ) : Prop :=
  ∀ t i j, HasDerivAt (fun s => P s i j) (bracket (bracket (P t) H) (P t) i j) t
```

This predicate requires a solution on the whole time axis, past and future; it does not say that one exists for given initial data. It asks for no symmetry of $H$ or $P$. The matrix $H$ does not depend on time or on $P$, so a self-consistent Fock matrix is excluded.

## Powers obey the same equation

Let $P'=[C,P]$ at one time $t$, for any matrix $C$. Then $(P^k)'=[C,P^k]$ at that time, by induction on $k$. For $k=0$ the power is the identity matrix, which is constant and commutes with $C$. For the step, the product rule gives

$$(P^{k+1})'=(P^k)'P+P^kP'=[C,P^k]P+P^k[C,P].$$

Written out, the right-hand side is

$$CP^kP-P^kCP+P^kCP-P^kPC=CP^{k+1}-P^{k+1}C=[C,P^{k+1}].$$

In the code, `e` is this last identity, proved by `noncomm_ring` with $P^k$ replaced by a letter `Q`. The product rule is applied to $\sum_l (P^k)_{il}P_{lj}$, one term at a time, and gives `d`.

```lean
/-- If `P' = [C, P]` at time `t`, then every power obeys the same equation there:
`(P^k)' = [C, P^k]`. -/
theorem hasDerivAt_pow_entry {P : ℝ → Matrix n n ℝ} {C : Matrix n n ℝ} {t : ℝ}
    (h : ∀ i j, HasDerivAt (fun s => P s i j) (bracket C (P t) i j) t) (k : ℕ) :
    ∀ i j, HasDerivAt (fun s => (P s ^ k) i j) (bracket C (P t ^ k) i j) t := by
  induction k with
  | zero =>
    intro i j
    simp only [pow_zero, bracket, mul_one, one_mul, sub_self, Matrix.zero_apply]
    exact hasDerivAt_const t _
  | succ k ih =>
    intro i j
    -- the commutator with `C` is a derivation
    have e : bracket C (P t ^ (k + 1))
        = bracket C (P t ^ k) * P t + P t ^ k * bracket C (P t) := by
      simp only [bracket, pow_succ]
      generalize P t ^ k = Q
      noncomm_ring
    have d := HasDerivAt.fun_sum (u := Finset.univ)
      (fun l _ => (ih i l).fun_mul (h l j))
    rw [e]
    simp only [pow_succ, Matrix.mul_apply, Matrix.add_apply, ← Finset.sum_add_distrib]
    exact d
```

## Traces of powers are constant

Set $C=[P,H]$ and take the trace:

$$\frac{d}{dt}\operatorname{tr}(P^k)=\operatorname{tr}(CP^k)-\operatorname{tr}(P^kC)=0 .$$

A function on the real line whose derivative vanishes everywhere is constant. The theorem says this for any two times `s` and `t` and every natural number `k`, again for arbitrary real $H$ and $P$. The case $k=1$ is conservation of the electron number (of one spin channel, if $P$ describes only that channel); $k=0$ merely returns the dimension.

The derivative of the trace is the sum of the diagonal derivatives from the previous lemma, and `z` records that the commutator is traceless.

```lean
/-- Along the double-bracket flow the trace of every power of `P` is constant in time. -/
theorem trace_pow_const {H : Matrix n n ℝ} {P : ℝ → Matrix n n ℝ}
    (hP : IsDoubleBracketFlow H P) (k : ℕ) (s t : ℝ) :
    trace (P s ^ k) = trace (P t ^ k) := by
  have h0 : ∀ r, HasDerivAt (fun u => trace (P u ^ k)) 0 r := by
    intro r
    have d := HasDerivAt.fun_sum (u := Finset.univ)
      (fun i _ => hasDerivAt_pow_entry (hP r) k i i)
    -- a commutator has no trace
    have z : trace (bracket (bracket (P r) H) (P r ^ k)) = 0 := by
      rw [bracket, trace_sub, trace_mul_comm, sub_self]
    exact d.congr_deriv z
  exact is_const_of_deriv_eq_zero (fun r => (h0 r).differentiableAt)
    (fun r => (h0 r).deriv) s t
```

For a real polynomial $q(X)=\sum_k a_kX^k$, linearity gives $\operatorname{tr}q(P)=\sum_k a_k\operatorname{tr}(P^k)$, which is therefore constant too. In Lean, $q(P)$ is `aeval (P t) q`, with the constant term multiplying the identity matrix.

```lean
/-- Along the double-bracket flow the trace of every polynomial in `P` is constant in time. -/
theorem trace_aeval_const {H : Matrix n n ℝ} {P : ℝ → Matrix n n ℝ}
    (hP : IsDoubleBracketFlow H P) (q : ℝ[X]) (s t : ℝ) :
    trace (aeval (P s) q) = trace (aeval (P t) q) := by
  simp only [aeval_eq_sum_range, trace_sum, trace_smul]
  exact Finset.sum_congr rfl fun k _ => by rw [trace_pow_const hP k s t]
```

## From traces to matrix equations

A constant trace is one number, whereas idempotency is an equation between matrices. Symmetry connects them. Let $P(t)$ be symmetric at all times and let $q(P(s))=0$ at some time $s$. Put $M=q(P(t))$. Then $M$ is symmetric, being a combination of powers of a symmetric matrix, and $M^2=(q^2)(P(t))$. The trace of the polynomial $q^2$ is conserved, so

$$\sum_{i,j}M_{ij}^2=\sum_{i,j}M_{ij}M_{ji}=\operatorname{tr}(M^2)=\operatorname{tr}\big(q(P(s))^2\big)=0 .$$

A sum of squares vanishes only if each term does, hence $M=0$.

The code has the same order: `hM` is the symmetry of $M$, `htr` the vanishing trace, `hsum` the sum of squares, and the last lines extract each entry.

```lean
/-- If a double-bracket trajectory is symmetric at all times, a polynomial equation `q(P) = 0`
that holds at one time holds at every time. -/
theorem aeval_eq_zero_of_flow {H : Matrix n n ℝ} {P : ℝ → Matrix n n ℝ}
    (hP : IsDoubleBracketFlow H P) (hsymm : ∀ t, (P t)ᵀ = P t)
    (q : ℝ[X]) {s : ℝ} (hs : aeval (P s) q = 0) (t : ℝ) : aeval (P t) q = 0 := by
  have hM : (aeval (P t) q)ᵀ = aeval (P t) q := by
    simp only [aeval_eq_sum_range, transpose_sum, transpose_smul, transpose_pow, hsymm]
  have htr : trace (aeval (P t) q * aeval (P t) q) = 0 := by
    rw [← map_mul, trace_aeval_const hP (q * q) t s, map_mul, hs, mul_zero, trace_zero]
  generalize aeval (P t) q = M at hM htr
  -- for symmetric `M` the trace of `M²` is the sum of the squared entries
  have hsum : ∑ i, ∑ j, M i j ^ 2 = 0 := by
    rw [← htr]
    simp only [trace, diag_apply, Matrix.mul_apply]
    refine Finset.sum_congr rfl fun i _ => Finset.sum_congr rfl fun j _ => ?_
    have hij : M j i = M i j := congrFun (congrFun hM i) j
    rw [hij, sq]
  ext i j
  have hi := (Finset.sum_eq_zero_iff_of_nonneg
    (fun i _ => Finset.sum_nonneg fun j _ => sq_nonneg (M i j))).1 hsum i (Finset.mem_univ i)
  have hj := (Finset.sum_eq_zero_iff_of_nonneg
    (fun j _ => sq_nonneg (M i j))).1 hi j (Finset.mem_univ j)
  exact pow_eq_zero_iff two_ne_zero |>.1 hj
```

The hypothesis `hsymm` is assumed along the whole trajectory. If $H$ is symmetric, it follows from symmetry at one time, because $P^{\mathsf T}$ then solves the same equation and solutions are unique; that step is left to the reader. Symmetry serves this method of proof and is not needed for the result itself: without it, $M=q(P)$ still obeys the linear equation $M'=[C,M]$, whose only solution that vanishes at one time is zero. The sum-of-squares argument, however, fails for a general $M$: the nonzero matrix $\begin{pmatrix}0&1\\0&0\end{pmatrix}$ has a square of zero trace.

## The minimal polynomial and the projector

The minimal polynomial of $P$ is the monic polynomial $m$ of lowest degree with $m(P)=0$, and it divides every polynomial that annihilates $P$. Let $m_a$ and $m_b$ belong to the times $a$ and $b$. Since $m_b(P(b))=0$, the preceding result gives $m_b(P(a))=0$, so $m_a$ divides $m_b$. Exchanging the times gives the reverse divisibility, and two monic polynomials that divide each other are equal.

For a symmetric matrix the roots of $m$ are the distinct eigenvalues, so no occupation number appears, disappears or shifts.

```lean
/-- The minimal polynomial of a double-bracket trajectory that is symmetric at all times
does not change in time. -/
theorem minpoly_const {H : Matrix n n ℝ} {P : ℝ → Matrix n n ℝ}
    (hP : IsDoubleBracketFlow H P) (hsymm : ∀ t, (P t)ᵀ = P t) (s t : ℝ) :
    minpoly ℝ (P s) = minpoly ℝ (P t) := by
  have hdvd : ∀ a b, minpoly ℝ (P a) ∣ minpoly ℝ (P b) := fun a b =>
    minpoly.dvd ℝ (P a) (aeval_eq_zero_of_flow hP hsymm _ (minpoly.aeval ℝ (P b)) a)
  exact eq_of_monic_of_associated
    (minpoly.monic (Algebra.IsIntegral.isIntegral (P s)))
    (minpoly.monic (Algebra.IsIntegral.isIntegral (P t)))
    (associated_of_dvd_dvd (hdvd s t) (hdvd t s))
```

A density matrix of fully occupied and empty orbitals satisfies $P^2=P$, which is $q(P)=0$ for $q=X^2-X$. If this holds at one time on a symmetric trajectory, it holds at all times. The trace, equal to the number of occupied orbitals, is conserved by the case $k=1$ above. The two parts of the proof are these two observations.

```lean
/-- If a double-bracket trajectory is symmetric at all times and idempotent at time `s`,
it is idempotent at every time `t`, with the same trace. -/
theorem projector_preserved {H : Matrix n n ℝ} {P : ℝ → Matrix n n ℝ}
    (hP : IsDoubleBracketFlow H P) (hsymm : ∀ t, (P t)ᵀ = P t)
    {s : ℝ} (hs : P s * P s = P s) (t : ℝ) :
    P t * P t = P t ∧ trace (P t) = trace (P s) := by
  constructor
  · -- idempotency is the polynomial equation `X² - X = 0`
    have h := aeval_eq_zero_of_flow hP hsymm (X * X - X) (s := s)
      (by rw [map_sub, map_mul, aeval_X, hs, sub_self]) t
    rw [map_sub, map_mul, aeval_X] at h
    exact sub_eq_zero.1 h
  · have h := trace_pow_const hP 1 t s
    rwa [pow_one, pow_one] at h
```

## A two-level projector that moves

A stationary $P$ would satisfy all of this trivially, so here is a solution that changes in time. Write a real symmetric two-level matrix of unit trace with Bloch components $x$ and $z$:

$$P=\frac12\begin{pmatrix}1+z&x\\x&1-z\end{pmatrix}.$$

```lean
/-- The real symmetric two-level matrix of unit trace with Bloch components `x` and `z`. -/
def blochMatrix (x z : ℝ) : Matrix (Fin 2) (Fin 2) ℝ :=
  !![(1 + z) / 2, x / 2; x / 2, (1 - z) / 2]
```

Take $H=\operatorname{diag}(\tfrac12,-\tfrac12)$, so that the second basis state is the lower level and the gap is 1. Multiplying out,

$$C=[P,H]=\frac x2\begin{pmatrix}0&-1\\1&0\end{pmatrix},\qquad [C,P]=\frac12\begin{pmatrix}-x^2&xz\\xz&x^2\end{pmatrix}.$$

Comparison with $P'$ gives $x'=xz$ and $z'=-x^2$. The functions

$$x=\frac1{\cosh t},\qquad z=-\frac{\sinh t}{\cosh t}$$

solve these equations, since $x'=-\sinh t/\cosh^2t=xz$ and

$$z'=-\frac{\cosh^2t-\sinh^2t}{\cosh^2t}=-x^2 .$$

They also satisfy $x^2+z^2=1$. Therefore the first diagonal entry of $P^2$ is $\frac{(1+z)^2+x^2}{4}=\frac{1+z}{2}$, the second is $\frac{(1-z)^2+x^2}{4}=\frac{1-z}{2}$, and the off-diagonal entries are $\frac{x(1+z)+x(1-z)}{4}=\frac x2$. Thus $P^2=P$. As $t$ runs from $-\infty$ to $+\infty$, $z$ goes from $1$ to $-1$ and the occupied state turns from the upper level into the lower one.

The theorem states that this trajectory solves the flow and is symmetric and idempotent at every time. In its proof `hB` is the double commutator for general $x$ and $z$, `hx` and `hz` are the two derivatives, and `h` is the unit length of the Bloch vector. Idempotency is checked directly from `h`, independently of the conservation theorem.

```lean
/-- For the two-level Hamiltonian `diag(1/2, -1/2)`, the matrix with Bloch components
`x = 1 / cosh t` and `z = -sinh t / cosh t` solves the double-bracket equation, and it is
symmetric and idempotent at all times. -/
theorem doubleBracketFlow_witness :
    IsDoubleBracketFlow !![1 / 2, 0; 0, -1 / 2]
      (fun t => blochMatrix (1 / Real.cosh t) (-(Real.sinh t / Real.cosh t))) ∧
    ∀ t, (blochMatrix (1 / Real.cosh t) (-(Real.sinh t / Real.cosh t)))ᵀ
        = blochMatrix (1 / Real.cosh t) (-(Real.sinh t / Real.cosh t)) ∧
      blochMatrix (1 / Real.cosh t) (-(Real.sinh t / Real.cosh t))
        * blochMatrix (1 / Real.cosh t) (-(Real.sinh t / Real.cosh t))
        = blochMatrix (1 / Real.cosh t) (-(Real.sinh t / Real.cosh t)) := by
  -- the double bracket in Bloch components: `x' = x z`, `z' = -x²`
  have hB : ∀ x z : ℝ, bracket (bracket (blochMatrix x z) !![1 / 2, 0; 0, -1 / 2])
      (blochMatrix x z) = !![-x ^ 2 / 2, x * z / 2; x * z / 2, -(-x ^ 2) / 2] := by
    intro x z
    ext i j
    fin_cases i <;> fin_cases j <;>
      simp [bracket, blochMatrix] <;> ring
  refine ⟨fun t i j => ?_, fun t => ⟨?_, ?_⟩⟩
  · have hc : Real.cosh t ≠ 0 := (Real.cosh_pos t).ne'
    have hx : HasDerivAt (fun s => 1 / Real.cosh s)
        (1 / Real.cosh t * -(Real.sinh t / Real.cosh t)) t := by
      refine ((hasDerivAt_const t (1 : ℝ)).fun_div (Real.hasDerivAt_cosh t) hc).congr_deriv ?_
      ring
    have hz : HasDerivAt (fun s => -(Real.sinh s / Real.cosh s))
        (-(1 / Real.cosh t) ^ 2) t := by
      refine ((Real.hasDerivAt_sinh t).fun_div (Real.hasDerivAt_cosh t) hc).fun_neg.congr_deriv ?_
      rw [show Real.cosh t * Real.cosh t - Real.sinh t * Real.sinh t = 1 by
        linear_combination Real.cosh_sq t]
      ring
    rw [hB]
    fin_cases i <;> fin_cases j
    · exact (hz.const_add 1).div_const 2
    · exact hx.div_const 2
    · exact hx.div_const 2
    · exact (hz.const_sub 1).div_const 2
  · ext i j
    fin_cases i <;> fin_cases j <;> rfl
  · have hc : Real.cosh t ≠ 0 := (Real.cosh_pos t).ne'
    -- the Bloch vector has unit length
    have h : (1 / Real.cosh t) ^ 2 + (-(Real.sinh t / Real.cosh t)) ^ 2 = 1 := by
      rw [neg_sq, div_pow, div_pow, ← add_div, div_eq_one_iff_eq (pow_ne_zero 2 hc)]
      linear_combination -Real.cosh_sq t
    generalize 1 / Real.cosh t = x at h ⊢
    generalize -(Real.sinh t / Real.cosh t) = z at h ⊢
    rw [blochMatrix, Matrix.mul_fin_two]
    have h1 : (1 + z) / 2 * ((1 + z) / 2) + x / 2 * (x / 2) = (1 + z) / 2 := by
      linear_combination h / 4
    have h2 : (1 + z) / 2 * (x / 2) + x / 2 * ((1 - z) / 2) = x / 2 := by ring
    have h3 : x / 2 * ((1 + z) / 2) + (1 - z) / 2 * (x / 2) = x / 2 := by ring
    have h4 : x / 2 * (x / 2) + (1 - z) / 2 * ((1 - z) / 2) = (1 - z) / 2 := by
      linear_combination h / 4
    rw [h1, h2, h3, h4]

end

end DoubleBracketIsospectral
```

```lean
#print axioms DoubleBracketIsospectral.minpoly_const
-- 'DoubleBracketIsospectral.minpoly_const' depends on axioms: [propext, Classical.choice, Quot.sound]
#print axioms DoubleBracketIsospectral.projector_preserved
-- 'DoubleBracketIsospectral.projector_preserved' depends on axioms: [propext, Classical.choice, Quot.sound]
```

## The same trajectory in numbers

At $t=0$ we have $x=1$ and $z=0$, so

$$P(0)=\begin{pmatrix}\tfrac12&\tfrac12\\[2pt]\tfrac12&\tfrac12\end{pmatrix},\qquad P'(0)=\begin{pmatrix}-\tfrac12&0\\[2pt]0&\tfrac12\end{pmatrix}.$$

The derivative is traceless, and $\operatorname{tr}(P^2)'=2\operatorname{tr}(PP')=2(-\tfrac14+\tfrac14)=0$.

At $t=\ln 2$, $\cosh t=\tfrac54$ and $\sinh t=\tfrac34$, hence $x=\tfrac45$, $z=-\tfrac35$ and

$$P(\ln 2)=\begin{pmatrix}\tfrac15&\tfrac25\\[2pt]\tfrac25&\tfrac45\end{pmatrix}.$$

The first entry of its square is $\tfrac1{25}+\tfrac4{25}=\tfrac15$, the off-diagonal one $\tfrac2{25}+\tfrac8{25}=\tfrac25$, and the last $\tfrac4{25}+\tfrac{16}{25}=\tfrac45$. The matrix is still a projector of trace 1, while $\operatorname{tr}(HP)=z/2$ has fallen from $0$ to $-\tfrac3{10}$.

An explicit Euler step does not inherit the conservation law. From $t=0$ with step $0.1$ it gives diagonal entries $0.45$ and $0.55$ and leaves the off-diagonal ones at $0.5$. The trace is still 1, but $\operatorname{tr}(P^2)=0.2025+0.3025+0.5=1.005$, so the result is not a projector. Possible remedies are to purify the matrix repeatedly after the step, or to replace the Euler step by an integrator that acts by orthogonal rotations.
